# High-Frequency Expansion of the Polarizability and Light Shift for Finitely Many Oscillators

To estimate the quadratic light shift of a bound state driven far above all the transitions in a finite sum-over-states model, one can replace the sum by the ponderomotive energy of a free electron times the total oscillator strength. A correction for binding then needs only one further number, the sum of the oscillator strengths weighted by the squared transition frequencies.

Let f_i be the real oscillator strengths and ω_i the real transition frequencies, with i running over a finite set. At drive frequency w, in atomic units, define the polarizability and the even spectral moments by

a(w) = ∑_i f_i/(ω_i² − w²)

S_k = ∑_i f_i ω_i^(2k), k = 0, 1, 2, …

with zeroth powers equal to 1, so that S_0 = ∑_i f_i. The claim is that for every n = 0, 1, 2, …

w^(2n) (w² a(w) + ∑_{k<n} S_k/w^(2k)) → −S_n as w → ∞.

For n = 0 this says w² a(w) → −S_0, the response of free charges. For n = 1 it says w²(w² a(w) + S_0) → −S_1, the first effect of binding.

## From one oscillator to the light shift

Take one oscillator of strength c and frequency x, with x² ≠ w², and write q = c/(x² − w²). Putting −c over the denominator w² − x² gives

w² q = −c w²/(w² − x²) = −c − c x²/(w² − x²).

The first term is the free response and the second is due to binding. As w → ∞ the second term vanishes, so w² q → −c.

For the higher orders, let w ≠ 0 and set

R_n = w^(2n) (w² q + ∑_{k<n} c x^(2k)/w^(2k)).

Then R_n = x^(2n) w² q exactly. For n = 0 the sum is empty and both sides are w² q. If the identity holds for n, adding the next term gives

R_{n+1} = w² (R_n + c x^(2n)) = w² x^(2n) (w² q + c).

The definition of q gives q(x² − w²) = c, hence w² q + c = x² q, and therefore R_{n+1} = x^(2n+2) w² q.

Now set c = f_i and x = ω_i and sum over i. Once w exceeds every |ω_i|, no denominator vanishes and

w^(2n) (w² a(w) + ∑_{k<n} S_k/w^(2k)) = ∑_i ω_i^(2n) w² f_i/(ω_i² − w²).

Each term on the right tends to −f_i ω_i^(2n). The sum is finite, so it tends to −S_n.

For energies, let F be the amplitude of an oscillating field. The cycle-averaged quadratic shift ΔE and the free-electron quiver energy U are

ΔE = −a(w) F²/4, U = F²/(4w²).

Since w² U = F²/4,

w⁴ (ΔE − S_0 U) = −(F²/4) w² (w² a(w) + S_0) → F² S_1/4.

The splitting of each oscillator also gives an exact expression above resonance:

ΔE = (S_0 + ∑_i f_i ω_i²/(w² − ω_i²)) U.

If f_i ≥ 0 and ω_i² ≤ Ω² < w² for all i, every denominator lies between w² − Ω² and w². Hence

(S_0 + S_1/w²) U ≤ ΔE ≤ (S_0 + S_1/(w² − Ω²)) U.

## Two oscillators, and the formula in code

Take strengths 0.6 and 0.4 at frequencies 1 and 2. Then S_0 = 1 and S_1 = 0.6 + 1.6 = 2.2. At w = 4,

a(4) = 0.6/(1 − 16) + 0.4/(4 − 16) = −0.0400 − 0.0333 = −0.0733,

so ΔE = 1.1733 U. With Ω = 2 the bounds are 1 + 2.2/16 = 1.1375 and 1 + 2.2/12 = 1.1833, in units of U. The rescaled deviation w²(w² a(w) + S_0) is −2.77 at w = 4 and −2.27 at w = 10, on its way to −2.2.

With the strengths and frequencies stored as arrays, the corrected estimate takes three lines:

```python
S0 = sum(f)
S1 = sum(f * omega**2)
shift = (S0 + S1 / w**2) * F**2 / (4 * w**2)
```

To examine the deviation itself at large w, it is better to sum −f_i ω_i²/(w² − ω_i²) than to add S_0 to w² a(w), because the latter subtracts nearly equal numbers.

## Strengths, frequencies and field energies in Lean

The index type `ι` labels the transitions and is finite. It may be empty, in which case all the sums are zero.

```lean
import Mathlib

open Filter Topology

namespace HighFrequencyLightShift

noncomputable section

variable {ι : Type*} [Fintype ι]
```

The functions `f` and `ω` hold the strengths and frequencies as arbitrary real data. No Hamiltonian or dipole matrix element enters, and there is no damping and no continuum. At an exact resonance Lean's division by zero makes the term 0, which the limits never see.

```lean
/-- Dynamic polarizability at drive frequency `w` (atomic units) of a system with oscillator
strengths `f i` and transition frequencies `ω i`. -/
def polarizability (f ω : ι → ℝ) (w : ℝ) : ℝ := ∑ i, f i / (ω i ^ 2 - w ^ 2)
```

`moment f ω k` is S_k. The Thomas–Reiche–Kuhn sum rule, which equates S_0 with the number of electrons for a complete set of states of a nonrelativistic Hamiltonian with a local potential, is not assumed; a truncated set may give a different value.

```lean
/-- The even spectral moment of order `2 k` of the oscillator-strength distribution. -/
def moment (f ω : ι → ℝ) (k : ℕ) : ℝ := ∑ i, f i * ω i ^ (2 * k)
```

The next definition is U. A free electron in a field F cos(wt) has velocity amplitude F/w, and averaging its kinetic energy over a cycle gives F²/(4w²).

```lean
/-- Cycle-averaged quiver energy of a free electron in a field of amplitude `F` and
frequency `w` (atomic units). -/
def ponderomotiveEnergy (F w : ℝ) : ℝ := F ^ 2 / (4 * w ^ 2)
```

The light shift is likewise a definition. Its factor 1/4 combines the 1/2 of a quadratic induced-dipole energy with the 1/2 from the cycle average of cos². Effects of higher order in the field are left out.

```lean
/-- Cycle-averaged quadratic ac Stark shift in a field of amplitude `F` and frequency `w`. -/
def lightShift (f ω : ι → ℝ) (F w : ℝ) : ℝ := -(1 / 4) * polarizability f ω w * F ^ 2
```

## Exact identities off resonance

`oscillator_split` is the separation into free and binding parts. The hypothesis `h` makes the denominator nonzero, `hq` records that multiplying by it recovers c, and `linear_combination` closes the remaining algebra.

```lean
/-- Off resonance, the scaled response of one oscillator is the free-electron response `-c` minus
the binding term `c * x ^ 2 / (w ^ 2 - x ^ 2)`. -/
theorem oscillator_split (c x w : ℝ) (h : x ^ 2 ≠ w ^ 2) :
    w ^ 2 * (c / (x ^ 2 - w ^ 2)) = -c - c * x ^ 2 / (w ^ 2 - x ^ 2) := by
  have hD : w ^ 2 - x ^ 2 ≠ 0 := sub_ne_zero.2 (Ne.symm h)
  have hq : c / (w ^ 2 - x ^ 2) * (w ^ 2 - x ^ 2) = c := div_mul_cancel₀ c hD
  rw [show x ^ 2 - w ^ 2 = -(w ^ 2 - x ^ 2) by ring, div_neg]
  linear_combination -hq
```

`oscillator_remainder` states R_n = x^(2n) w² q, where `Finset.range n` supplies k = 0, …, n − 1. The induction follows the calculation above: `h1` cancels the powers of w in the newly added term, and `h2` is w² q + c = x² q. Once the two fractions have been replaced by the letters `t` and `q`, the last line combines the induction hypothesis with these two equations, using the same multipliers as in the derivation.

```lean
/-- Exact remainder of the high-frequency expansion of one oscillator after `n` terms. -/
theorem oscillator_remainder (c x w : ℝ) (hw : w ≠ 0) (h : x ^ 2 ≠ w ^ 2) (n : ℕ) :
    w ^ (2 * n) * (w ^ 2 * (c / (x ^ 2 - w ^ 2))
      + ∑ k ∈ Finset.range n, c * x ^ (2 * k) / w ^ (2 * k))
      = x ^ (2 * n) * (w ^ 2 * (c / (x ^ 2 - w ^ 2))) := by
  induction n with
  | zero => simp
  | succ n ih =>
    rw [Finset.sum_range_succ]
    have h1 : w ^ (2 * n) * (c * x ^ (2 * n) / w ^ (2 * n)) = c * x ^ (2 * n) :=
      mul_div_cancel₀ _ (pow_ne_zero _ hw)
    have hd : c / (x ^ 2 - w ^ 2) * (x ^ 2 - w ^ 2) = c :=
      div_mul_cancel₀ c (sub_ne_zero.2 h)
    -- the next term of the series trades a factor `w ^ 2` for a factor `x ^ 2`
    have h2 : w ^ 2 * (c / (x ^ 2 - w ^ 2)) + c = x ^ 2 * (c / (x ^ 2 - w ^ 2)) := by
      linear_combination -hd
    generalize c * x ^ (2 * n) / w ^ (2 * n) = t at h1 ⊢
    generalize c / (x ^ 2 - w ^ 2) = q at ih h2 ⊢
    linear_combination w ^ 2 * ih + w ^ 2 * h1 + w ^ 2 * x ^ (2 * n) * h2
```

For the whole polarizability, `hs` expands the moments and exchanges the sums over k and i. The one-oscillator identity then applies term by term. This result is an equality at any nonzero, off-resonant frequency, including one that lies between resonances.

```lean
/-- Exact remainder of the high-frequency expansion of the polarizability after `n` moments,
at any nonzero drive frequency off resonance. -/
theorem polarizability_remainder (f ω : ι → ℝ) (w : ℝ) (hw : w ≠ 0)
    (h : ∀ i, ω i ^ 2 ≠ w ^ 2) (n : ℕ) :
    w ^ (2 * n) * (w ^ 2 * polarizability f ω w
      + ∑ k ∈ Finset.range n, moment f ω k / w ^ (2 * k))
      = ∑ i, ω i ^ (2 * n) * (w ^ 2 * (f i / (ω i ^ 2 - w ^ 2))) := by
  have hs : ∑ k ∈ Finset.range n, moment f ω k / w ^ (2 * k)
      = ∑ i, ∑ k ∈ Finset.range n, f i * ω i ^ (2 * k) / w ^ (2 * k) := by
    simp only [moment, Finset.sum_div]
    exact Finset.sum_comm
  rw [hs, polarizability, Finset.mul_sum, ← Finset.sum_add_distrib, Finset.mul_sum]
  exact Finset.sum_congr rfl fun i _ => oscillator_remainder (f i) (ω i) w hw (h i) n
```

## The limit at every order

In Lean, `Tendsto … atTop (𝓝 L)` says that the expression approaches L as w → +∞. For one oscillator, the proof shows that w² − x² grows without bound, so the binding term tends to zero. `congr'` carries the limit over to the original expression, which need agree with the split form only for large w.

```lean
/-- Far above resonance one oscillator responds like a free charge of the same strength. -/
theorem oscillator_limit (c x : ℝ) :
    Tendsto (fun w : ℝ => w ^ 2 * (c / (x ^ 2 - w ^ 2))) atTop (𝓝 (-c)) := by
  have h : Tendsto (fun w : ℝ => w ^ 2 - x ^ 2) atTop atTop := by
    simpa only [sub_eq_add_neg] using
      tendsto_atTop_add_const_right atTop (-x ^ 2) (tendsto_pow_atTop (α := ℝ) two_ne_zero)
  have h0 := (tendsto_const_nhds (x := -c)).sub (h.const_div_atTop (c * x ^ 2))
  rw [sub_zero] at h0
  refine h0.congr' ?_
  filter_upwards [h.eventually_gt_atTop 0] with w hw
  exact (oscillator_split c x w (by intro e; linarith)).symm
```

`polarizability_expansion` is the general claim. `hlim` adds the finitely many one-oscillator limits, each multiplied by ω_i^(2n), and `hm` identifies the result as −S_n. The statement `hres` says that w eventually exceeds every |ω_i|; finiteness of `ι` is used here as well. From that point on the exact remainder identity applies.

The strengths may have either sign, so contributions from downward transitions of an excited state are allowed.

```lean
/-- High-frequency expansion of the polarizability to every order: once the first `n` moments
are removed, the rescaled remainder tends to minus the next moment. -/
theorem polarizability_expansion (f ω : ι → ℝ) (n : ℕ) :
    Tendsto (fun w : ℝ => w ^ (2 * n) * (w ^ 2 * polarizability f ω w
      + ∑ k ∈ Finset.range n, moment f ω k / w ^ (2 * k))) atTop (𝓝 (-moment f ω n)) := by
  have hlim := tendsto_finsetSum Finset.univ
    (fun i _ => (oscillator_limit (f i) (ω i)).const_mul (ω i ^ (2 * n)))
  have hm : -moment f ω n = ∑ i, ω i ^ (2 * n) * (-f i) := by
    rw [moment, ← Finset.sum_neg_distrib]
    exact Finset.sum_congr rfl fun i _ => by ring
  rw [hm]
  refine hlim.congr' ?_
  -- eventually the drive lies above each of the finitely many resonances
  have hres : ∀ᶠ w : ℝ in atTop, ∀ i, |ω i| < w :=
    eventually_all.2 fun i => eventually_gt_atTop |ω i|
  filter_upwards [hres, eventually_gt_atTop 0] with w hr hw
  refine (polarizability_remainder f ω w hw.ne' (fun i => ?_) n).symm
  have hi := abs_lt.1 (hr i)
  exact (sq_lt_sq' hi.1 hi.2).ne
```

The two lowest orders follow by setting n = 0 and n = 1 and simplifying the short sums.

```lean
/-- Leading order: `w ^ 2` times the polarizability tends to minus the total oscillator
strength. -/
theorem ponderomotive_limit (f ω : ι → ℝ) :
    Tendsto (fun w : ℝ => w ^ 2 * polarizability f ω w) atTop (𝓝 (-∑ i, f i)) := by
  simpa [moment] using polarizability_expansion f ω 0

/-- First binding correction: the rescaled deviation from the free-electron response tends to
minus the second spectral moment. -/
theorem binding_correction (f ω : ι → ℝ) :
    Tendsto (fun w : ℝ => w ^ 2 * (w ^ 2 * polarizability f ω w + ∑ i, f i)) atTop
      (𝓝 (-∑ i, f i * ω i ^ 2)) := by
  simpa [moment] using polarizability_expansion f ω 1
```

## The shift in units of the ponderomotive energy

The energy form multiplies the binding correction by −F²/4. In the proof, `hU` is the relation U w² = F²/4, valid for w > 0, and `linear_combination` uses it to match the two expressions. The leading shift is S_0 U, which is the ponderomotive energy of a single electron when S_0 = 1.

```lean
/-- The light shift minus the ponderomotive energy weighted by the total oscillator strength,
multiplied by `w ^ 4`, tends to `F ^ 2 / 4` times the second spectral moment. -/
theorem lightShift_binding_correction (f ω : ι → ℝ) (F : ℝ) :
    Tendsto (fun w : ℝ => w ^ 4 * (lightShift f ω F w - (∑ i, f i) * ponderomotiveEnergy F w))
      atTop (𝓝 (F ^ 2 / 4 * ∑ i, f i * ω i ^ 2)) := by
  have h := (binding_correction f ω).const_mul (-(F ^ 2 / 4))
  rw [neg_mul_neg] at h
  refine h.congr' ?_
  filter_upwards [eventually_gt_atTop 0] with w hw
  have hU : ponderomotiveEnergy F w * w ^ 2 = F ^ 2 / 4 := by
    unfold ponderomotiveEnergy
    field_simp
  unfold lightShift
  linear_combination w ^ 2 * (∑ i, f i) * hU
```

The last theorem works at a fixed frequency. Its hypotheses are those of the bounds derived above: `hf` makes the strengths non-negative, as they are for a ground state, while `hω` and `hw` put the drive above all resonances. For a finite list of undamped transitions satisfying these hypotheses, the lower bound is the estimate that stops at the first binding correction. That estimate therefore never exceeds the model's quadratic shift, and its error is at most the difference between the two bounds.

In the proof, `hS` sums the one-oscillator splitting and `hE` turns it into the exact formula for ΔE. Each inequality then compares fractions with the same non-negative numerator: the larger denominator w² gives the lower bound and the smaller denominator w² − Ω² the upper one. Multiplication by U preserves the order because U ≥ 0.

```lean
/-- For non-negative oscillator strengths and a drive above all resonances, the light shift lies
between two multiples of the ponderomotive energy fixed by the first two moments, `w` and `Ω`. -/
theorem lightShift_bounds (f ω : ι → ℝ) (F w Ω : ℝ) (hf : ∀ i, 0 ≤ f i)
    (hω : ∀ i, ω i ^ 2 ≤ Ω ^ 2) (hw : Ω ^ 2 < w ^ 2) :
    ((∑ i, f i) + (∑ i, f i * ω i ^ 2) / w ^ 2) * ponderomotiveEnergy F w ≤ lightShift f ω F w ∧
    lightShift f ω F w ≤
      ((∑ i, f i) + (∑ i, f i * ω i ^ 2) / (w ^ 2 - Ω ^ 2)) * ponderomotiveEnergy F w := by
  have hw0 : w ≠ 0 := by
    rintro rfl
    nlinarith [sq_nonneg Ω]
  have hU : ponderomotiveEnergy F w * w ^ 2 = F ^ 2 / 4 := by
    unfold ponderomotiveEnergy
    field_simp
  have hU0 : 0 ≤ ponderomotiveEnergy F w := by
    unfold ponderomotiveEnergy
    positivity
  have hS : w ^ 2 * polarizability f ω w
      = -(∑ i, f i) - ∑ i, f i * ω i ^ 2 / (w ^ 2 - ω i ^ 2) := by
    rw [polarizability, Finset.mul_sum, ← Finset.sum_neg_distrib, ← Finset.sum_sub_distrib]
    exact Finset.sum_congr rfl fun i _ =>
      oscillator_split (f i) (ω i) w ((hω i).trans_lt hw).ne
  -- the shift is the free-electron energy times a binding-enhanced strength
  have hE : lightShift f ω F w = ((∑ i, f i) + ∑ i, f i * ω i ^ 2 / (w ^ 2 - ω i ^ 2))
      * ponderomotiveEnergy F w := by
    unfold lightShift
    linear_combination polarizability f ω w * hU - ponderomotiveEnergy F w * hS
  rw [hE, Finset.sum_div, Finset.sum_div]
  constructor
  · refine mul_le_mul_of_nonneg_right (add_le_add le_rfl (Finset.sum_le_sum fun i _ => ?_)) hU0
    exact div_le_div_of_nonneg_left (mul_nonneg (hf i) (sq_nonneg _))
      (by linarith [hω i]) (by linarith [sq_nonneg (ω i)])
  · refine mul_le_mul_of_nonneg_right (add_le_add le_rfl (Finset.sum_le_sum fun i _ => ?_)) hU0
    exact div_le_div_of_nonneg_left (mul_nonneg (hf i) (sq_nonneg _))
      (by linarith) (by linarith [hω i])

end

end HighFrequencyLightShift
```

```lean
#print axioms HighFrequencyLightShift.polarizability_expansion
-- 'HighFrequencyLightShift.polarizability_expansion' depends on axioms: [propext, Classical.choice, Quot.sound]
#print axioms HighFrequencyLightShift.ponderomotive_limit
-- 'HighFrequencyLightShift.ponderomotive_limit' depends on axioms: [propext, Classical.choice, Quot.sound]
#print axioms HighFrequencyLightShift.lightShift_binding_correction
-- 'HighFrequencyLightShift.lightShift_binding_correction' depends on axioms: [propext, Classical.choice, Quot.sound]
#print axioms HighFrequencyLightShift.lightShift_bounds
-- 'HighFrequencyLightShift.lightShift_bounds' depends on axioms: [propext, Classical.choice, Quot.sound]
```
